# Floquet normal form of the propagator for a finite, periodic Hermitian H(t)

To follow a periodically driven quantum system over many cycles, one can integrate the Schrödinger equation over a single period \(T\), diagonalise the resulting propagator \(U(T)\), and read quasienergies off the phases of its eigenvalues. For a finite Hermitian matrix \(H(t)\) of period \(T\), and with \(\hbar=1\), the quasienergies are the eigenvalues of \(K\) in the factorisation \(U(t)=P(t)\,e^{-itK}\), with \(K\) constant and Hermitian and \(P\) unitary and of period \(T\). The phases fix them up to multiples of \(2\pi/T\).

```lean
import Mathlib

open Matrix
open Complex (I)

namespace FloquetNormalForm

variable {n : Type*} [Fintype n] [DecidableEq n]

/-- The matrix Schrödinger equation `U' = -i H(t) U`, entry by entry, at all real times. -/
def SolvesSchrodinger (H U : ℝ → Matrix n n ℂ) : Prop :=
  ∀ t i j, HasDerivAt (fun s => U s i j) (-I * (H t * U t) i j) t

/-- The propagator `exp(-i t K)` of a constant generator `K`. -/
noncomputable def staticPropagator (K : Matrix n n ℂ) (t : ℝ) : Matrix n n ℂ :=
  NormedSpace.exp ((-((t : ℂ) * I)) • K)

omit [DecidableEq n] in
/-- For Hermitian `H(t)`, the overlap matrix `Uᴴ V` of two solutions of the same
Schrödinger equation does not change in time. -/
theorem overlap_conserved {H U V : ℝ → Matrix n n ℂ} (hH : ∀ t, (H t).IsHermitian)
    (hU : SolvesSchrodinger H U) (hV : SolvesSchrodinger H V) (t : ℝ) :
    (U t)ᴴ * V t = (U 0)ᴴ * V 0 := by
  refine Matrix.ext fun i j => ?_
  have hd : ∀ s, HasDerivAt (fun r => ((U r)ᴴ * V r) i j) 0 s := by
    intro s
    simp only [Matrix.mul_apply, Matrix.conjTranspose_apply]
    refine (HasDerivAt.fun_sum (u := Finset.univ) fun k _ =>
      (hU s k i).star.fun_mul (hV s k j)).congr_deriv ?_
    -- the Hermitian `H` may act on either factor
    have e : (H s * U s)ᴴ * V s = (U s)ᴴ * (H s * V s) := by
      rw [Matrix.conjTranspose_mul, (hH s).eq, Matrix.mul_assoc]
    have e' := congrFun (congrFun e i) j
    rw [Matrix.mul_apply, Matrix.mul_apply] at e'
    simp only [Matrix.conjTranspose_apply] at e'
    calc _ = I * ∑ k, star ((H s * U s) k i) * V s k j
          - I * ∑ k, star (U s k i) * (H s * V s) k j := by
          rw [Finset.mul_sum, Finset.mul_sum, ← Finset.sum_sub_distrib]
          refine Finset.sum_congr rfl fun k _ => ?_
          rw [star_mul', show star (-I) = I by simp]
          ring
      _ = 0 := by rw [e', sub_self]
  exact is_const_of_deriv_eq_zero (fun s => (hd s).differentiableAt)
    (fun s => (hd s).deriv) t 0

/-- The propagator of a Hermitian `H(t)` that starts from the identity is unitary. -/
theorem propagator_unitary {H U : ℝ → Matrix n n ℂ} (hH : ∀ t, (H t).IsHermitian)
    (hU : SolvesSchrodinger H U) (h0 : U 0 = 1) (t : ℝ) :
    U t ∈ Matrix.unitaryGroup n ℂ := by
  rw [Matrix.mem_unitaryGroup_iff', Matrix.star_eq_conjTranspose,
    overlap_conserved hH hU hU t, h0, Matrix.conjTranspose_one, Matrix.one_mul]

/-- For a Hermitian `H(t)` of period `T`, the propagator from the identity obeys
`U(t + T) = U(t) U(T)`. -/
theorem propagator_shift {H U : ℝ → Matrix n n ℂ} {T : ℝ} (hH : ∀ t, (H t).IsHermitian)
    (hper : Function.Periodic H T) (hU : SolvesSchrodinger H U) (h0 : U 0 = 1) (t : ℝ) :
    U (t + T) = U t * U T := by
  -- the shifted propagator solves the same equation
  have hV : SolvesSchrodinger H (fun r => U (r + T)) := by
    intro r i j
    have h := (hU (r + T) i j).comp_add_const r T
    rw [hper r] at h
    exact h
  have h := overlap_conserved hH hU hV t
  simp only [h0, Matrix.conjTranspose_one, Matrix.one_mul, zero_add] at h
  have hu : U t * (U t)ᴴ = 1 :=
    Matrix.mem_unitaryGroup_iff.mp (propagator_unitary hH hU h0 t)
  rw [← h, ← Matrix.mul_assoc, hu, Matrix.one_mul]

/-- For every square matrix `W` some phase `z` on the unit circle is not an eigenvalue. -/
theorem exists_free_phase (W : Matrix n n ℂ) :
    ∃ z : ℂ, ‖z‖ = 1 ∧ (z • (1 : Matrix n n ℂ) - W).det ≠ 0 := by
  by_contra! h
  have hm : ∀ k : ℕ, (1 - (k : ℂ) * I) ≠ 0 := fun k hk => by
    simpa using congrArg Complex.re hk
  -- otherwise the characteristic polynomial has infinitely many roots
  refine W.charpoly_monic.ne_zero (Polynomial.eq_zero_of_infinite_isRoot _
    (Set.infinite_of_injective_forall_mem
      (f := fun k : ℕ => (1 + (k : ℂ) * I) / (1 - (k : ℂ) * I)) ?_ ?_))
  · intro k m hkm
    have h' : (1 + (k : ℂ) * I) / (1 - k * I) = (1 + (m : ℂ) * I) / (1 - m * I) := hkm
    rw [div_eq_div_iff (hm k) (hm m)] at h'
    have e : (k : ℂ) = m := by
      linear_combination (-I / 2) * h' + ((k : ℂ) - m) * Complex.I_sq
    exact_mod_cast e
  · intro k
    have hs : 1 + (k : ℂ) * I = star (1 - (k : ℂ) * I) :=
      Complex.ext (by simp) (by simp)
    rw [Set.mem_ofPred_eq, Polynomial.IsRoot.def, Matrix.eval_charpoly,
      Matrix.scalar_apply, ← Matrix.smul_one_eq_diagonal]
    apply h
    rw [hs, norm_div, norm_star, div_self (norm_ne_zero_iff.mpr (hm k))]

/-- Every unitary matrix is diagonal in some orthonormal basis, with phases
`exp(i θ_j)` on the diagonal. -/
theorem unitary_diagonalisation {W : Matrix n n ℂ} (hW : W ∈ Matrix.unitaryGroup n ℂ) :
    ∃ V ∈ Matrix.unitaryGroup n ℂ, ∃ θ : n → ℝ,
      W = V * diagonal (fun j => Complex.exp (θ j * I)) * Vᴴ := by
  have hWW : Wᴴ * W = 1 := Matrix.mem_unitaryGroup_iff'.mp hW
  obtain ⟨z, hz, hdet⟩ := exists_free_phase W
  have hz1 : star z * z = 1 := by
    rw [Complex.star_def, mul_comm, Complex.mul_conj, Complex.normSq_eq_norm_sq, hz]
    simp
  -- `a = z (z - W)⁻¹` satisfies `aᴴ = 1 - a`
  obtain ⟨a, ha, hWa⟩ : ∃ a : Matrix n n ℂ, aᴴ = 1 - a ∧ W * a = z • (a - 1) := by
    obtain ⟨N, hN⟩ : ∃ N, (z • (1 : Matrix n n ℂ) - W) * N = 1 :=
      ⟨_, Matrix.mul_nonsing_inv _ (isUnit_iff_ne_zero.mpr hdet)⟩
    have h3 : Nᴴ * (star z • (1 : Matrix n n ℂ) - Wᴴ) = 1 := by
      simpa only [Matrix.conjTranspose_mul, Matrix.conjTranspose_sub,
        Matrix.conjTranspose_smul, Matrix.conjTranspose_one] using
        congrArg Matrix.conjTranspose hN
    rw [sub_mul, smul_mul_assoc, one_mul] at hN
    have hWN : W * N = z • N - 1 := by rw [← hN, sub_sub_cancel]
    have h2 : (star z • (1 : Matrix n n ℂ) - Wᴴ) * (W * N) = -(star z • 1) := by
      rw [sub_mul, smul_mul_assoc, one_mul, ← mul_assoc, hWW, one_mul, hWN, smul_sub,
        smul_smul, hz1, one_smul]
      abel
    refine ⟨z • N, ?_, by rw [mul_smul_comm, hWN]⟩
    calc (z • N)ᴴ = -(Nᴴ * -(star z • 1)) := by
          rw [Matrix.conjTranspose_smul, mul_neg, neg_neg, mul_smul_comm, mul_one]
      _ = 1 - z • N := by rw [← h2, ← mul_assoc, h3, one_mul, hWN, neg_sub]
  -- the Cayley transform of `W` is Hermitian and has an orthonormal eigenbasis
  have hB : (I • (a + a - 1)).IsHermitian := by
    change (I • (a + a - 1))ᴴ = _
    rw [Matrix.conjTranspose_smul, Matrix.conjTranspose_sub, Matrix.conjTranspose_add,
      Matrix.conjTranspose_one, ha, show star I = -I by simp, neg_smul, ← smul_neg]
    congr 1
    abel
  have hc : ∀ (u : Matrix.unitaryGroup n ℂ) (D : Matrix n n ℂ),
      Unitary.conjStarAlgAut ℂ _ u D * (u : Matrix n n ℂ) = u * D := by
    intro u D
    simp [Unitary.conjStarAlgAut_apply, mul_assoc]
  obtain ⟨V, hVm, g, hg, hBV⟩ : ∃ V ∈ Matrix.unitaryGroup n ℂ, ∃ g : n → ℂ,
      (∀ j, (g j).im = 0) ∧ I • (a + a - 1) * V = V * diagonal g :=
    ⟨hB.eigenvectorUnitary, hB.eigenvectorUnitary.2, RCLike.ofReal ∘ hB.eigenvalues,
      fun j => Complex.conj_eq_iff_im.mp (RCLike.conj_ofReal (hB.eigenvalues j)),
      (congrArg (· * (hB.eigenvectorUnitary : Matrix n n ℂ)) hB.spectral_theorem).trans
        (hc _ _)⟩
  have hV : V * Vᴴ = 1 := Matrix.mem_unitaryGroup_iff.mp hVm
  have hq : W * (a * V) = z • (a * V - V) := by
    rw [← mul_assoc, hWa, smul_mul_assoc, sub_mul, one_mul]
  have rel : W * (V * diagonal g) + I • (W * V) = z • (V * diagonal g - I • V) := by
    rw [← hBV, smul_mul_assoc, sub_mul, add_mul, one_mul, mul_smul_comm, mul_sub,
      mul_add, hq]
    module
  rw [← mul_assoc] at rel
  -- the same basis diagonalises `W`, with eigenvalues of modulus one
  obtain ⟨w, hw, hWV⟩ : ∃ w : n → ℂ, (∀ j, ‖w j‖ = 1) ∧ W * V = V * diagonal w := by
    have hne : ∀ j, g j + I ≠ 0 := fun j h => by
      simpa [hg j] using congrArg Complex.im h
    refine ⟨fun j => z * (g j - I) / (g j + I), fun j => ?_, Matrix.ext fun i j => ?_⟩
    · have hs : g j - I = star (g j + I) := Complex.ext (by simp) (by simp [hg j])
      change ‖z * (g j - I) / (g j + I)‖ = 1
      rw [hs, norm_div, norm_mul, norm_star, hz, one_mul,
        div_self (norm_ne_zero_iff.mpr (hne j))]
    · have c := congrFun (congrFun rel i) j
      simp only [Matrix.add_apply, Matrix.sub_apply, Matrix.smul_apply,
        Matrix.mul_diagonal, smul_eq_mul] at c
      rw [Matrix.mul_diagonal, ← mul_div_assoc, eq_div_iff (hne j)]
      linear_combination c
  have hexp : ∀ j, Complex.exp ((w j).arg * I) = w j := fun j => by
    simpa only [hw j, Complex.ofReal_one, one_mul] using
      Complex.norm_mul_exp_arg_mul_I (w j)
  refine ⟨V, hVm, fun j => (w j).arg, ?_⟩
  simp only [hexp]
  rw [← hWV, mul_assoc, hV, mul_one]

/-- Evolution under a constant generator composes: the times add. -/
theorem staticPropagator_add (K : Matrix n n ℂ) (s t : ℝ) :
    staticPropagator K (s + t) = staticPropagator K s * staticPropagator K t := by
  unfold staticPropagator
  rw [show -(((s + t : ℝ) : ℂ) * I) = -((s : ℂ) * I) + -((t : ℂ) * I) by
    push_cast; ring, add_smul]
  exact Matrix.exp_add_of_commute _ _ (((Commute.refl K).smul_left _).smul_right _)

/-- Evolution under a constant Hermitian generator is unitary. -/
theorem staticPropagator_unitary {K : Matrix n n ℂ} (hK : K.IsHermitian) (t : ℝ) :
    staticPropagator K t ∈ Matrix.unitaryGroup n ℂ := by
  have h : (staticPropagator K t)ᴴ = staticPropagator K (-t) := by
    unfold staticPropagator
    rw [← Matrix.exp_conjTranspose, Matrix.conjTranspose_smul, hK.eq]
    simp
  rw [Matrix.mem_unitaryGroup_iff', Matrix.star_eq_conjTranspose, h,
    ← staticPropagator_add, neg_add_cancel]
  simp [staticPropagator]

/-- Every unitary `W` is the propagator over a given time `T ≠ 0` of some constant
Hermitian `K`. -/
theorem exists_hermitian_generator {W : Matrix n n ℂ}
    (hW : W ∈ Matrix.unitaryGroup n ℂ) {T : ℝ} (hT : T ≠ 0) :
    ∃ K : Matrix n n ℂ, K.IsHermitian ∧ staticPropagator K T = W := by
  obtain ⟨V, hVm, θ, hWd⟩ := unitary_diagonalisation hW
  have hV : Vᴴ * V = 1 := Matrix.mem_unitaryGroup_iff'.mp hVm
  have hinv : V⁻¹ = Vᴴ := Matrix.inv_eq_left_inv hV
  have hunit : IsUnit V := ⟨⟨V, Vᴴ, Matrix.mem_unitaryGroup_iff.mp hVm, hV⟩, rfl⟩
  -- quasienergies: the phases divided by `-T`
  obtain ⟨ε, hε⟩ : ∃ ε : n → ℝ, ∀ j, ε j * T = -θ j :=
    ⟨fun j => -θ j / T, fun j => div_mul_cancel₀ _ hT⟩
  refine ⟨V * diagonal (fun j => (ε j : ℂ)) * Vᴴ, ?_, ?_⟩
  · have hD : (diagonal (fun j => (ε j : ℂ)))ᴴ = diagonal (fun j => (ε j : ℂ)) := by
      rw [Matrix.diagonal_conjTranspose]
      exact congrArg diagonal (funext fun j => Complex.conj_ofReal (ε j))
    change (_ * _ * _)ᴴ = _
    rw [Matrix.conjTranspose_mul, Matrix.conjTranspose_mul, hD,
      Matrix.conjTranspose_conjTranspose, Matrix.mul_assoc]
  · have h : (-((T : ℂ) * I)) • (V * diagonal (fun j => (ε j : ℂ)) * Vᴴ)
        = V * diagonal (fun j => (θ j : ℂ) * I) * V⁻¹ := by
      rw [hinv, ← Matrix.smul_mul, ← Matrix.mul_smul, ← Matrix.diagonal_smul]
      refine congrArg (fun v => V * diagonal v * Vᴴ) (funext fun j => ?_)
      have e : (ε j : ℂ) * T = -θ j := by exact_mod_cast hε j
      rw [Pi.smul_apply, smul_eq_mul]
      linear_combination (-I) * e
    unfold staticPropagator
    rw [h, Matrix.exp_conj _ _ hunit, Matrix.exp_diagonal, hinv, hWd]
    refine congrArg (fun v => V * diagonal v * Vᴴ) (funext fun j => ?_)
    rw [Complex.exp_eq_exp_ℂ]
    exact NormedSpace.map_exp (Pi.evalRingHom (fun _ : n => ℂ) j) (continuous_apply j)
      (fun k => (θ k : ℂ) * I)

/-- Floquet normal form: for a Hermitian `H(t)` of period `T > 0`, the propagator from
the identity is `U(t) = P(t) exp(-i t K)` with `K` constant and Hermitian, and `P(t)`
unitary, of period `T`, and equal to the identity at `t = 0`. -/
theorem floquet_normal_form {H U : ℝ → Matrix n n ℂ} {T : ℝ} (hT : 0 < T)
    (hH : ∀ t, (H t).IsHermitian) (hper : Function.Periodic H T)
    (hU : SolvesSchrodinger H U) (h0 : U 0 = 1) :
    ∃ (K : Matrix n n ℂ) (P : ℝ → Matrix n n ℂ), K.IsHermitian ∧
      (∀ t, P t ∈ Matrix.unitaryGroup n ℂ) ∧ Function.Periodic P T ∧ P 0 = 1 ∧
      ∀ t, U t = P t * staticPropagator K t := by
  obtain ⟨K, hK, hKT⟩ :=
    exists_hermitian_generator (propagator_unitary hH hU h0 T) hT.ne'
  have hz : staticPropagator K 0 = 1 := by simp [staticPropagator]
  refine ⟨K, fun t => U t * staticPropagator K (-t), hK, fun t =>
    mul_mem (propagator_unitary hH hU h0 t) (staticPropagator_unitary hK (-t)),
    fun t => ?_, ?_, fun t => ?_⟩
  · -- one period of `U` is undone by one period of the static evolution
    change U (t + T) * staticPropagator K (-(t + T)) = U t * staticPropagator K (-t)
    rw [propagator_shift hH hper hU h0, ← hKT, Matrix.mul_assoc, ← staticPropagator_add,
      show T + -(t + T) = -t by ring]
  · change U 0 * staticPropagator K (-0) = 1
    rw [neg_zero, hz, h0, Matrix.one_mul]
  · rw [Matrix.mul_assoc, ← staticPropagator_add, neg_add_cancel, hz, Matrix.mul_one]

end FloquetNormalForm
```

```lean
#print axioms FloquetNormalForm.floquet_normal_form
-- 'FloquetNormalForm.floquet_normal_form' depends on axioms: [propext, Classical.choice, Quot.sound]
```

## A periodic factor and a constant generator

The theorem `floquet_normal_form` concerns the equation \(U'(t)=-iH(t)U(t)\) with \(U(0)=1\), in units where \(\hbar=1\). It gives a \(K\) and a \(P\) with \(P(0)=1\) such that the factorisation holds at every real \(t\). At whole periods \(P(mT)=1\), so \(U(mT)=e^{-imTK}\): seen once per cycle, the driven system evolves as if its Hamiltonian were constant. \(K\) is often called the Floquet or effective Hamiltonian, and \(P\) the micromotion.

In Lean, `n` is a finite set of basis labels, and `H` and `U` are functions from real time to complex matrices. `SolvesSchrodinger H U` states the differential equation for each matrix entry. `Function.Periodic H T` means \(H(t+T)=H(t)\) for all \(t\); \(T\) need not be the shortest period. `staticPropagator K t` is the matrix exponential \(e^{-itK}\), and `ᴴ` is the conjugate transpose, written \(\dagger\) below.

The solution `U` is a hypothesis. For continuous \(H\) its existence is standard theory of linear differential equations. Since `U` must have a derivative at every time, a drive that switches abruptly between different constant Hamiltonians is outside the theorem as stated, although the factorisation holds there too. Floquet's theorem for linear equations does not require a Hermitian generator. Here that condition expresses conservation of probability, and it makes \(P\) unitary and the quasienergies real.

The result applies to qubits under a continuous periodic drive, or to electrons in a laser field of constant amplitude and frequency, once their linear Schrödinger equation is written in a finite orthonormal basis. The step from the full Hilbert space to that basis is left to the user.

## One period determines all later ones

Let \(U\) and \(V\) solve the same equation. Since \(H^\dagger=H\),

\[
\frac{d}{dt}\,(U^\dagger V)=(-iHU)^\dagger V+U^\dagger(-iHV)=iU^\dagger HV-iU^\dagger HV=0 .
\]

So \(U^\dagger V\) keeps its initial value. This is `overlap_conserved`, which differentiates each entry as a finite sum; its equation `e` moves \(H\) from one factor to the other.

Taking \(V=U\) gives \(U^\dagger U=1\), which is `propagator_unitary`. For `propagator_shift`, take \(V(t)=U(t+T)\), which solves the same equation because \(H\) is periodic. Then \(U(t)^\dagger U(t+T)=U(T)\), and multiplication by \(U(t)\) from the left gives

\[
U(t+T)=U(t)\,U(T).
\]

## A Hermitian generator for U(T)

Write \(W=U(T)\). The proof diagonalises \(W\) by turning it into a Hermitian matrix, for which Mathlib's spectral theorem supplies an orthonormal eigenbasis.

First, some phase \(z\) is not an eigenvalue of \(W\). The numbers \((1+ik)/(1-ik)\), \(k=0,1,2,\dots\), are distinct and have modulus one, while the characteristic polynomial has finitely many roots. This is `exists_free_phase`.

Now \(z-W\) is invertible, and we set \(a=z(z-W)^{-1}\). From \(W^\dagger W=1\) and \(\bar z z=1\),

\[
(\bar z-W^\dagger)W=\bar zW-1=-\bar z(z-W).
\]

Multiplying by \((\bar z-W^\dagger)^{-1}\) from the left and \((z-W)^{-1}\) from the right gives

\[
a^\dagger=\bar z(\bar z-W^\dagger)^{-1}=-W(z-W)^{-1}=1-a .
\]

Hence \(B=i(2a-1)=i(z+W)(z-W)^{-1}\), the Cayley transform of \(W\), is Hermitian:

\[
B^\dagger=-i\,(2(1-a)-1)=i(2a-1)=B .
\]

Let \(V\) now denote the unitary matrix whose columns \(v_j\) are eigenvectors of \(B\), with real eigenvalues \(g_j\). The definition of \(B\) gives \(W(B+i)=z(B-i)\), so

\[
(g_j+i)\,Wv_j=z(g_j-i)\,v_j .
\]

In `unitary_diagonalisation` this relation is `rel`, written for all columns at once. Since \(g_j\) is real, \(g_j+i\neq0\), and \(v_j\) is an eigenvector of \(W\) with eigenvalue \(w_j=z(g_j-i)/(g_j+i)\). Numerator and denominator have equal modulus, so \(|w_j|=1\) and \(w_j=e^{i\theta_j}\) with \(\theta_j\) real.

Finally, `exists_hermitian_generator` sets \(\varepsilon_j=-\theta_j/T\) and \(K=V\,\mathrm{diag}(\varepsilon_j)\,V^\dagger\). This \(K\) is Hermitian, and

\[
e^{-iTK}=V\,\mathrm{diag}(e^{-iT\varepsilon_j})\,V^\dagger=V\,\mathrm{diag}(e^{i\theta_j})\,V^\dagger=U(T).
\]

In Lean, `Matrix.exp_conj` takes the exponential through the change of basis, and `Matrix.exp_diagonal` reduces it to the diagonal entries.

## The periodic remainder

Define \(P(t)=U(t)e^{itK}\). It is a product of unitary matrices, by `propagator_unitary` and `staticPropagator_unitary`, and \(P(0)=1\). Exponentials of the same \(K\) combine by adding times (`staticPropagator_add`), so

\[
P(t+T)=U(t)\,U(T)\,e^{i(t+T)K}=U(t)\,e^{-iTK}e^{i(t+T)K}=P(t).
\]

Multiplying \(P(t)\) by \(e^{-itK}\) from the right returns \(U(t)\). These are the closing steps of `floquet_normal_form`.

## A spin in a rotating field

With Pauli matrices \(\sigma_x,\sigma_y,\sigma_z\), take

\[
H(t)=2\sigma_z+\cos(4t)\,\sigma_x+\sin(4t)\,\sigma_y,\qquad T=\frac{\pi}{2}.
\]

In the rotating frame one finds \(U(t)=e^{-2it\sigma_z}e^{-it\sigma_x}\). This looks like the normal form with \(K=\sigma_x\), but the first factor equals \(-1\) at \(t=T\), so it does not have period \(T\).

The construction above starts from

\[
U(T)=e^{-i\pi\sigma_z}e^{-i\pi\sigma_x/2}=(-1)(-i\sigma_x)=i\sigma_x .
\]

Its eigenvalues are \(i\) on \((1,1)/\sqrt2\) and \(-i\) on \((1,-1)/\sqrt2\). With \(\theta=\pm\pi/2\), the quasienergies are \(-1\) and \(+1\) respectively, so \(K=-\sigma_x\) and

\[
P(t)=U(t)\,e^{-it\sigma_x}=e^{-2it\sigma_z}e^{-2it\sigma_x},\qquad P(T)=(-1)(-1)=1 .
\]

\(K\) is not unique: adding \(2\pi/T=4\) to either quasienergy leaves \(e^{-iTK}\) unchanged and gives another valid pair \(K,P\).
